# Qubit dephasing with a continuous rate: Choi positivity from time zero means a nonnegative accumulated rate, and between all times a nonnegative rate

Take a qubit whose populations stay fixed and whose coherence $\rho_{01}$ decays at the rate $\sin t$. From time $0$ to $\pi$ the coherence shrinks by the factor $e^{-2}$. From $\pi$ to $2\pi$ the rate is negative and the coherence grows by $e^{2}$, back to its starting value. Nothing unphysical has happened to any state prepared at time $0$. Now apply the second half of the evolution to a fresh state with populations $1/2$ and coherence $1/2$. The result has coherence $e^2/2$ and eigenvalues $(1\pm e^2)/2$, one of which is negative. The second half gives a valid state only if the coherence it starts from is small enough, $e^2|\rho_{01}|\le\sqrt{\rho_{00}\rho_{11}}$. Every state that has been through the first half satisfies this.

Time-dependent Redfield equations can produce rates that are negative for a while, so one wants to know which negative rates are acceptable. For pure dephasing with a real rate $g$ that is continuous on $t\ge 0$, there are two answers:

- The maps from time $0$ all have positive semidefinite Choi matrices if and only if $\int_0^t g(u)\,du\ge 0$ for every $t\ge 0$.
- The maps from $s$ to $t$, for all $0\le s\le t$, have positive semidefinite Choi matrices if and only if $g(t)\ge 0$ for every $t\ge 0$.

In a simulation of a single qubit with pure dephasing, a negative rate at some instant is therefore no sign of failure by itself; the accumulated rate decides whether the evolution from the initial time is acceptable.

## The maps and their Choi matrices

```lean
import Mathlib

open Matrix MeasureTheory
open scoped ComplexOrder

namespace TimeDependentDephasing

noncomputable section

/-- The qubit map that keeps the populations and multiplies both coherences by the real
factor `c`. -/
def dephase (c : ℝ) : Matrix (Fin 2) (Fin 2) ℂ →ₗ[ℂ] Matrix (Fin 2) (Fin 2) ℂ where
  toFun ρ := Matrix.of fun i j => if i = j then ρ i j else (c : ℂ) * ρ i j
  map_add' ρ σ := by
    ext i j
    simp only [Matrix.of_apply, Matrix.add_apply]
    split_ifs <;> ring
  map_smul' a ρ := by
    ext i j
    simp only [Matrix.of_apply, Matrix.smul_apply, smul_eq_mul, RingHom.id_apply]
    split_ifs <;> ring
```

`dephase c` is a complex-linear map on $2\times2$ matrices, as the arrow `→ₗ[ℂ]` records. The field `toFun` gives its action,
$$\begin{pmatrix}\rho_{00}&\rho_{01}\\ \rho_{10}&\rho_{11}\end{pmatrix}\mapsto\begin{pmatrix}\rho_{00}&c\,\rho_{01}\\ c\,\rho_{10}&\rho_{11}\end{pmatrix},$$
and the other two fields prove linearity. Indices run over $0,1$. The factor $c$ is real and may be negative, which flips the sign of the coherences. In the evolution defined next it is positive, so there is no phase rotation: the description is in a frame where the qubit's own precession has been removed. The input may be any matrix, not only a density matrix.

```lean
/-- The evolution from time `s` to time `t` with dephasing rate `g`: coherences are multiplied
by the exponential of minus the integral of `g` from `s` to `t`. -/
def evolution (g : ℝ → ℝ) (s t : ℝ) :
    Matrix (Fin 2) (Fin 2) ℂ →ₗ[ℂ] Matrix (Fin 2) (Fin 2) ℂ :=
  dephase (Real.exp (-∫ u in s..t, g u))
```

The evolution from $s$ to $t$ is dephasing with $c=\exp\left(-\int_s^t g(u)\,du\right)$. The function `g` is given. Justifying pure dephasing for a real open system, and obtaining $g$ for it, for example from a bath correlation function, are left to the user.

```lean
/-- The Choi matrix of a linear qubit map, assembled from the images of the matrix units. -/
def choi (Φ : Matrix (Fin 2) (Fin 2) ℂ →ₗ[ℂ] Matrix (Fin 2) (Fin 2) ℂ) :
    Matrix (Fin 2 × Fin 2) (Fin 2 × Fin 2) ℂ :=
  Matrix.of fun p q => Φ (Matrix.single p.1 q.1 1) p.2 q.2
```

Write $E_{ad}$ for the matrix unit with a single $1$ in row $a$, column $d$. The Choi matrix of a map $\Phi$ has the entries
$$C_{(a,b),(d,e)}=\Phi(E_{ad})_{be}.$$
The first index of each pair belongs to a reference qubit, the second to the output. For dephasing, in the order $00,01,10,11$,
$$C=\begin{pmatrix}1&0&0&c\\0&0&0&0\\0&0&0&0\\c&0&0&1\end{pmatrix}.$$
Its trace is $2$; dividing by $2$ gives the matrix obtained by sending half of a maximally entangled pair through the map, which is a valid state only if it is positive semidefinite. By Choi's theorem, a standard result used here for interpretation and not proved, positive semidefiniteness of $C$ is equivalent to complete positivity of $\Phi$.

```lean
/-- The Pauli matrix `Z`. -/
def pauliZ : Matrix (Fin 2) (Fin 2) ℂ := !![1, 0; 0, -1]
```

This is the usual $Z=\mathrm{diag}(1,-1)$, needed for the master equation.

```lean
/-- Entry by entry, dephasing keeps populations and scales coherences by `c`. -/
theorem dephase_apply (c : ℝ) (ρ : Matrix (Fin 2) (Fin 2) ℂ) (i j : Fin 2) :
    dephase c ρ i j = if i = j then ρ i j else (c : ℂ) * ρ i j := rfl
```

The theorem restates the definition of `dephase` entry by entry, in a form that later proofs can rewrite with. The proof `rfl` says that both sides agree by definition.

## The master equation and composition in time

```lean
/-- A rate that is continuous on `t ≥ 0` is integrable between any two nonnegative times. -/
theorem rate_integrable {g : ℝ → ℝ} (hg : ContinuousOn g (Set.Ici 0)) {a b : ℝ}
    (ha : 0 ≤ a) (hb : 0 ≤ b) : IntervalIntegrable g volume a b :=
  (hg.mono fun _ hx => (le_min ha hb).trans hx.1).intervalIntegrable
```

The hypothesis `ContinuousOn g (Set.Ici 0)` says that $g$ is continuous on $[0,\infty)$; its values at negative times are unrestricted. The interval between two nonnegative times lies in that half-line, and a continuous function is integrable on a bounded closed interval.

```lean
/-- For a rate continuous on `t ≥ 0`, a start `s ≥ 0` and a time `t > 0`, every matrix element
of the evolved state obeys the master equation `ρ' = (g / 2) (Z ρ Z - ρ)`. -/
theorem master_equation {g : ℝ → ℝ} (hg : ContinuousOn g (Set.Ici 0)) {s t : ℝ}
    (hs : 0 ≤ s) (ht : 0 < t) (ρ : Matrix (Fin 2) (Fin 2) ℂ) (i j : Fin 2) :
    HasDerivAt (fun τ => evolution g s τ ρ i j)
      ((g t : ℂ) / 2 * (pauliZ * evolution g s t ρ * pauliZ - evolution g s t ρ) i j) t := by
  -- the fundamental theorem of calculus for the accumulated rate
  have hI : HasDerivAt (fun τ => ∫ u in s..τ, g u) (g t) t :=
    intervalIntegral.integral_hasDerivAt_right (rate_integrable hg hs ht.le)
      (ContinuousOn.stronglyMeasurableAtFilter isOpen_Ioi
        (hg.mono Set.Ioi_subset_Ici_self) t ht)
      (hg.continuousAt (Ici_mem_nhds ht))
  have h1 := hI.fun_neg.exp.ofReal_comp
  -- the dissipator acts on coherences only
  have hZ : ∀ (A : Matrix (Fin 2) (Fin 2) ℂ) (i j : Fin 2),
      (pauliZ * A * pauliZ - A) i j = if i = j then 0 else -2 * A i j := by
    intro A i j
    simp only [Matrix.sub_apply, Matrix.mul_apply, Fin.sum_univ_two]
    fin_cases i <;> fin_cases j <;> simp [pauliZ] <;> ring
  rw [hZ]
  by_cases h : i = j
  · simp only [evolution, dephase_apply, if_pos h, mul_zero]
    exact hasDerivAt_const t (ρ i j)
  · simp only [evolution, dephase_apply, if_neg h]
    exact (h1.mul_const (ρ i j)).congr_deriv (by push_cast; ring)
```

`HasDerivAt f f' t` means that $f$ has derivative $f'$ at $t$. The theorem therefore says, for each matrix element,
$$\dot\rho(t)=\frac{g(t)}{2}\bigl(Z\rho(t)Z-\rho(t)\bigr).$$
With this convention $g$ is the decay rate of the coherence itself. Many texts write the prefactor as $\gamma$, in which case $g=2\gamma$. The condition $t>0$ is there because the derivative is two-sided.

By hand, let $c(t)=\exp\left(-\int_s^t g(u)\,du\right)$. The fundamental theorem of calculus and the chain rule give $\dot c=-g\,c$. Conjugation by $Z$ flips the sign of the coherences and keeps the populations, so $Z\rho Z-\rho$ is zero on the diagonal and $-2\rho_{ij}$ off it. The right-hand side is then $0$ for populations and $-g\rho_{ij}$ for coherences, which matches.

The proof has the same parts. `hI` is the fundamental theorem of calculus, `h1` is the derivative of the exponential, and `hZ` is the action of $Z\rho Z-\rho$. The split `by_cases h : i = j` then treats populations and coherences separately.

```lean
/-- For a rate continuous on `t ≥ 0` and nonnegative times, evolving from `r` to `s` and then
from `s` to `t` is the same as evolving from `r` to `t`. -/
theorem evolution_comp {g : ℝ → ℝ} (hg : ContinuousOn g (Set.Ici 0)) {r s t : ℝ}
    (hr : 0 ≤ r) (hs : 0 ≤ s) (ht : 0 ≤ t) :
    evolution g s t ∘ₗ evolution g r s = evolution g r t := by
  have hadd := intervalIntegral.integral_add_adjacent_intervals
    (rate_integrable hg hr hs) (rate_integrable hg hs ht)
  refine LinearMap.ext fun ρ => ?_
  ext i j
  simp only [evolution, LinearMap.comp_apply, dephase_apply]
  rw [← hadd, neg_add, Real.exp_add]
  split_ifs
  · rfl
  · push_cast
    ring
```

The symbol `∘ₗ` composes linear maps, with the right-hand one acting first. Populations are untouched. For coherences the two factors multiply:
$$e^{-\int_s^t g}\,e^{-\int_r^s g}=e^{-\int_r^t g}.$$
`hadd` adds the two integrals, and `Real.exp_add` turns the exponential of a sum into a product. With $r=0$, the evolution from $0$ to $t$ splits at any intermediate time $s$ into two maps of the same family. The second equivalence asks whether every such later factor has a positive semidefinite Choi matrix too.

## Which coherence factors are allowed

```lean
/-- The quadratic form of the Choi matrix of dephasing is a sum of two squared moduli with
weights `(1 + c) / 2` and `(1 - c) / 2`. -/
theorem choi_form (c : ℝ) (x : Fin 2 × Fin 2 → ℂ) :
    star x ⬝ᵥ (choi (dephase c) *ᵥ x) =
      (((1 + c) / 2 * Complex.normSq (x (0, 0) + x (1, 1)) +
        (1 - c) / 2 * Complex.normSq (x (0, 0) - x (1, 1)) : ℝ) : ℂ) := by
  push_cast
  rw [Complex.normSq_eq_conj_mul_self, Complex.normSq_eq_conj_mul_self]
  simp [dotProduct, Matrix.mulVec, Fintype.sum_prod_type, Fin.sum_univ_two, choi,
    dephase_apply, Matrix.single_apply]
  ring
```

The left side is $x^\dagger Cx$ for an arbitrary complex vector $x$ with components $x_{ab}$. `Complex.normSq` is the squared modulus. Multiplying out with the matrix above gives
$$x^\dagger Cx=|x_{00}|^2+|x_{11}|^2+2c\,\mathrm{Re}(x_{00}^*x_{11}).$$
Since $|x_{00}\pm x_{11}|^2=|x_{00}|^2+|x_{11}|^2\pm2\,\mathrm{Re}(x_{00}^*x_{11})$, this equals
$$\frac{1+c}{2}|x_{00}+x_{11}|^2+\frac{1-c}{2}|x_{00}-x_{11}|^2.$$
In Lean, `simp` expands the finite sums and `ring` checks the remaining algebra.

```lean
/-- The Choi matrix of dephasing with real factor `c` is positive semidefinite exactly when
`|c| ≤ 1`. -/
theorem choi_dephase_posSemidef_iff (c : ℝ) :
    (choi (dephase c)).PosSemidef ↔ |c| ≤ 1 := by
  constructor
  · intro h
    -- test on two vectors, one with opposite and one with equal `00` and `11` components
    have h1 := h.dotProduct_mulVec_nonneg (fun p => if p.1 = 0 then 1 else -1)
    have h2 := h.dotProduct_mulVec_nonneg (fun _ => 1)
    rw [choi_form, Complex.zero_le_real] at h1 h2
    norm_num [Complex.normSq_apply] at h1 h2
    exact abs_le.mpr ⟨by linarith, by linarith⟩
  · intro h
    obtain ⟨h1, h2⟩ := abs_le.mp h
    refine Matrix.PosSemidef.of_dotProduct_mulVec_nonneg ?_ fun x => ?_
    · refine Matrix.IsHermitian.ext ?_
      rintro ⟨a, b⟩ ⟨d, e⟩
      fin_cases a <;> fin_cases b <;> fin_cases d <;> fin_cases e <;>
        simp [choi, dephase_apply, Matrix.single_apply]
    · rw [choi_form, Complex.zero_le_real]
      exact add_nonneg (mul_nonneg (by linarith) (Complex.normSq_nonneg _))
        (mul_nonneg (by linarith) (Complex.normSq_nonneg _))
```

`PosSemidef` means that the matrix is Hermitian and that $x^\dagger Cx$ is real and nonnegative for every $x$.

If $C$ is positive semidefinite, two test vectors suffice. A vector with $x_{00}=1$, $x_{11}=-1$ gives $2(1-c)\ge0$, and one with $x_{00}=x_{11}=1$ gives $2(1+c)\ge0$. Together they say $|c|\le1$. Conversely, if $|c|\le1$, both weights in the quadratic form are nonnegative, and $C$ is Hermitian because $c$ is real.

The test vectors in the code have four nonzero components and squared length $4$, so the normalised values are $(1\mp c)/2$. Only their $00$ and $11$ components contribute to the form. Keeping those components alone and normalising gives two maximally entangled eigenvectors of $C$, with eigenvalues $1\mp c$.

In the proof, `h1` and `h2` are the two tests. The converse checks Hermiticity over all index values with `fin_cases`, then adds two nonnegative terms.

```lean
/-- Dephasing by the factor `exp (-G)` has a positive semidefinite Choi matrix exactly when
`G` is nonnegative. -/
theorem choi_exp_posSemidef_iff (G : ℝ) :
    (choi (dephase (Real.exp (-G)))).PosSemidef ↔ 0 ≤ G := by
  rw [choi_dephase_posSemidef_iff, abs_of_pos (Real.exp_pos _), Real.exp_le_one_iff,
    neg_nonpos]
```

Put $c=e^{-G}$ with $G$ real. This factor is positive, so $|c|\le1$ becomes $e^{-G}\le1$, that is, $G\ge0$. The rewrites in the proof are these steps in order.

## From accumulated rate to instantaneous rate

```lean
/-- Let the dephasing rate `g` be continuous on `t ≥ 0`. The maps from time `0` all have positive
semidefinite Choi matrices iff every integral of `g` from `0` is nonnegative; the maps between
all times `0 ≤ s ≤ t` do iff `g` itself is nonnegative on `t ≥ 0`. -/
theorem complete_positivity_and_divisibility {g : ℝ → ℝ}
    (hg : ContinuousOn g (Set.Ici 0)) :
    ((∀ t, 0 ≤ t → (choi (evolution g 0 t)).PosSemidef) ↔
      ∀ t, 0 ≤ t → 0 ≤ ∫ u in (0 : ℝ)..t, g u) ∧
    ((∀ s t, 0 ≤ s → s ≤ t → (choi (evolution g s t)).PosSemidef) ↔
      ∀ t, 0 ≤ t → 0 ≤ g t) := by
  simp only [evolution, choi_exp_posSemidef_iff]
  -- the first equivalence is now immediate; the second needs an argument in each direction
  refine ⟨trivial, fun h t ht => ?_, fun h s t hs hst => ?_⟩
  · by_contra hneg
    have hlt : g t < 0 := not_le.mp hneg
    -- by continuity the rate stays below `g t / 2` for a short while after `t`
    obtain ⟨δ, hδ, hclose⟩ :=
      Metric.continuousWithinAt_iff.mp (hg t ht) (-(g t) / 2) (by linarith)
    have hle : t ≤ t + δ / 2 := by linarith
    have hmono : ∫ u in t..(t + δ / 2), g u ≤ ∫ _u in t..(t + δ / 2), g t / 2 := by
      refine intervalIntegral.integral_mono_on hle
        (rate_integrable hg ht (ht.trans hle)) intervalIntegrable_const fun x hx => ?_
      have hd : dist x t < δ := by
        rw [Real.dist_eq, abs_lt]
        constructor <;> linarith [hx.1, hx.2]
      have hv := hclose (show x ∈ Set.Ici (0 : ℝ) from ht.trans hx.1) hd
      rw [Real.dist_eq, abs_lt] at hv
      linarith [hv.2]
    rw [intervalIntegral.integral_const, smul_eq_mul] at hmono
    have hpos := h t (t + δ / 2) ht hle
    nlinarith [mul_pos hδ (neg_pos.mpr hlt)]
  · exact intervalIntegral.integral_nonneg hst fun u hu => h u (hs.trans hu.1)
```

The symbol `∧` joins the two equivalences stated at the start. The theorem's name speaks of complete positivity and divisibility. Divisibility here means that the maps between all times $0\le s\le t$ are completely positive, not merely that they compose as in `evolution_comp`. The statement itself is about Choi matrices, and the name relies on Choi's theorem for the translation.

The first line of the proof replaces every Choi condition by the sign of the corresponding integral. The first equivalence then has the same condition on both sides. The second has become
$$\int_s^t g(u)\,du\ge0\ \text{ for all }0\le s\le t\quad\Longleftrightarrow\quad g(t)\ge0\ \text{ for all }t\ge0.$$

From right to left, the integral of a nonnegative function over $[s,t]$ is nonnegative. This is the last line of the proof.

From left to right, suppose $g(t)<0$ at some $t\ge0$. Continuity with tolerance $-g(t)/2$ supplies a $\delta>0$ such that $g(x)<g(t)/2$ for all $x\ge0$ with $|x-t|<\delta$. Integrating over a short interval to the right of $t$ gives
$$\int_t^{t+\delta/2}g(u)\,du\le\frac{\delta}{2}\cdot\frac{g(t)}{2}=\frac{\delta\,g(t)}{4}<0,$$
which contradicts the assumption. Because the interval extends to the right, the argument also works at $t=0$.

In the code, `by_contra` starts the contradiction, `hclose` is the continuity estimate, and `hmono` compares the integral with that of the constant $g(t)/2$. `hpos` is the assumed nonnegativity on the same interval, and `nlinarith` combines the inequalities into a contradiction.

## The sine rate, checked

```lean
/-- For the rate `g t = sin t`, every map from time `0` to `t ≥ 0` has a positive semidefinite
Choi matrix, but the intermediate map from `π` to `2 π` does not. -/
theorem sine_rate_not_divisible :
    (∀ t, 0 ≤ t → (choi (evolution Real.sin 0 t)).PosSemidef) ∧
      ¬ (choi (evolution Real.sin Real.pi (2 * Real.pi))).PosSemidef := by
  simp only [evolution, choi_exp_posSemidef_iff, integral_sin]
  constructor
  · intro t _
    rw [Real.cos_zero]
    linarith [Real.cos_le_one t]
  · rw [Real.cos_pi, Real.cos_two_pi]
    norm_num

end

end TimeDependentDephasing
```

This is the opening example. From time $0$ the accumulated rate is
$$\int_0^t\sin u\,du=1-\cos t\ge0,$$
so every map from $0$ has a positive semidefinite Choi matrix. Between $\pi$ and $2\pi$ it is
$$\int_\pi^{2\pi}\sin u\,du=\cos\pi-\cos2\pi=-2,$$
so $c=e^2>1$ and the Choi matrix has the negative eigenvalue $1-e^2$, or $(1-e^2)/2$ after normalisation to unit trace. The proof evaluates both integrals with `integral_sin` and reads off their signs.

```lean
#print axioms TimeDependentDephasing.master_equation
-- 'TimeDependentDephasing.master_equation' depends on axioms: [propext, Classical.choice, Quot.sound]
#print axioms TimeDependentDephasing.evolution_comp
-- 'TimeDependentDephasing.evolution_comp' depends on axioms: [propext, Classical.choice, Quot.sound]
#print axioms TimeDependentDephasing.complete_positivity_and_divisibility
-- 'TimeDependentDephasing.complete_positivity_and_divisibility' depends on axioms: [propext, Classical.choice, Quot.sound]
#print axioms TimeDependentDephasing.sine_rate_not_divisible
-- 'TimeDependentDephasing.sine_rate_not_divisible' depends on axioms: [propext, Classical.choice, Quot.sound]
```
